# Chemical potential windows of finitely many phases: closed convex sets that cover the space, with a monotone stable composition

## Phases, grand energies and windows

Let $S$ be a finite set of chemical species. A phase $i$ has a composition $x_i \in \mathbb{R}^S$, whose component $x_{i,s}$ is the content of species $s$, and an energy $E_i \in \mathbb{R}$. Contents and energies of all phases refer to the same basis, for instance one lattice site or one atom, because the comparison of phases below depends on that choice. The chemical potentials form a vector $\mu \in \mathbb{R}^S$, and $\mu\cdot x_i = \sum_s \mu_s x_{i,s}$.

The grand energy of phase $i$ at $\mu$ is
$$\phi_i(\mu) = E_i - \mu\cdot x_i .$$
It is the energy that remains after the reservoirs have been credited for the atoms they supply. The window of phase $k$ is the set of chemical potentials at which no phase has a lower grand energy:
$$W_k = \{\mu : \phi_k(\mu) \le \phi_i(\mu) \text{ for all } i\}.$$
Ties are allowed, so a point where two phases coexist belongs to both windows. "Stable at $\mu$" means $\mu \in W_k$, that is, stable against the listed phases.

For a finite, nonempty list of phases, each $W_k$ is closed and convex, the windows together cover $\mathbb{R}^S$, and
$$\mu \in W_j,\ \nu \in W_k \quad\Longrightarrow\quad (\mu-\nu)\cdot(x_j-x_k) \ge 0 .$$
In electronic structure work this describes diagrams that assign to each $\mu$ the phase or phases of lowest grand energy, for a finite list of competing phases with fixed compositions and computed total energies. Diagrams for bulk compounds often also require $\phi_k(\mu)=0$ for the phase shown; the resulting regions are subsets of the windows and need not cover $\mathbb{R}^S$.

## Half-spaces, minimisers and energy gaps

**Closed.** The condition $\phi_k(\mu) \le \phi_i(\mu)$ reads
$$\mu\cdot(x_i - x_k) \le E_i - E_k .$$
For $x_i \ne x_k$ this is a closed half-space. For $x_i = x_k$ it is the whole space or the empty set, depending on the energies. All of these are closed, and $W_k$ is their intersection over $i$.

**Convex.** Take $\mu,\nu \in W_k$ and $a,b \ge 0$ with $a+b=1$. Since $E_i = (a+b)E_i$,
$$\phi_i(a\mu+b\nu) = (a+b)E_i - a\,\mu\cdot x_i - b\,\nu\cdot x_i = a\,\phi_i(\mu)+b\,\phi_i(\nu).$$
Therefore
$$\phi_k(a\mu+b\nu) = a\,\phi_k(\mu)+b\,\phi_k(\nu) \le a\,\phi_i(\mu)+b\,\phi_i(\nu) = \phi_i(a\mu+b\nu).$$

**Covering.** At a given $\mu$, the finitely many numbers $\phi_i(\mu)$ have a smallest one. If it belongs to phase $k$, then $\mu \in W_k$.

**Monotone.** The two gaps between phases $j$ and $k$ are
$$\phi_k(\mu)-\phi_j(\mu) = E_k - E_j + \mu\cdot(x_j-x_k),$$
$$\phi_j(\nu)-\phi_k(\nu) = E_j - E_k - \nu\cdot(x_j-x_k).$$
The energies cancel in the sum, which leaves
$$(\mu-\nu)\cdot(x_j-x_k) = [\phi_k(\mu)-\phi_j(\mu)] + [\phi_j(\nu)-\phi_k(\nu)].$$
If $\mu\in W_j$ and $\nu\in W_k$, both brackets are nonnegative.

## Equality, coexistence, one species and mixtures

**Equality.** Let $\mu\in W_j$ and $\nu\in W_k$. If the product is zero, both gaps vanish. Then $\phi_k(\mu)=\phi_j(\mu)\le\phi_i(\mu)$ for every $i$, so $\mu\in W_k$, and in the same way $\nu\in W_j$. Conversely, if both phases are stable at both points, their grand energies agree at each point and both gaps are zero.

**Coexistence.** Suppose $x_j\ne x_k$ and $\mu$ is an interior point of $W_j\cap W_k$. Put $d=x_j-x_k$. For some small $\delta>0$ the point $\nu=\mu+\delta d$ also lies in $W_j\cap W_k$. Both phases are stable at both points, so the equality criterion gives
$$0=(\nu-\mu)\cdot d=\delta\, d\cdot d,$$
which forces $d=0$, a contradiction. The coexistence region of two phases with different compositions therefore has empty interior.

**One species.** Let $e_s$ be the unit vector of species $s$ and $t>0$. If $j$ is stable at $\mu$ and $k$ at $\mu+te_s$, monotonicity gives
$$0\le(-te_s)\cdot(x_j-x_k)=-t\,(x_{j,s}-x_{k,s}),$$
so $x_{j,s}\le x_{k,s}$. Raising one chemical potential with the others fixed cannot lower the content of that species in the stable phase.

**Mixtures.** Let $w_i\ge0$ be phase fractions with $\sum_i w_i=1$ and $\sum_i w_i x_i=x_k$, and let $\mu\in W_k$. Averaging the stability inequalities gives
$$E_k-\mu\cdot x_k=\sum_i w_i\phi_k(\mu)\le\sum_i w_i\phi_i(\mu)=\sum_i w_iE_i-\mu\cdot x_k,$$
hence $E_k\le\sum_i w_iE_i$. A phase with a nonempty window thus lies on the lower convex hull of energy against composition.

## The model in Lean

The type `S` holds the species and `ι` labels the phases. Only `S` is assumed finite at the start; finiteness of `ι` is added in the theorems that use it.

```lean
import Mathlib

open Matrix

namespace ChemicalPotentialWindows

variable {S ι : Type*} [Fintype S]
```

A composition table is a function `x : ι → S → ℝ`, so `x i s` is $x_{i,s}$, and `E i` is $E_i$. The symbol `⬝ᵥ` is the dot product, and `grandEnergy x E i μ` is $\phi_i(\mu)$. Nothing requires contents to be nonnegative or to add up to one. The common basis for energies and contents is likewise left to the user.

```lean
/-- The grand energy `E i - μ · x i` of phase `i`, with composition `x i` and energy `E i`,
at the chemical potentials `μ` of the species. -/
def grandEnergy (x : ι → S → ℝ) (E : ι → ℝ) (i : ι) (μ : S → ℝ) : ℝ :=
  E i - μ ⬝ᵥ x i
```

The window $W_k$ is a set of functions `S → ℝ`, with the inequality quantified over all phases. The definition does not impose $\phi_k(\mu)=0$, the additional condition often used for bulk compounds. Each phase has a single fixed composition and energy, so solid solutions whose composition varies continuously are not described by one label.

```lean
/-- The stability window of phase `k`: the chemical potentials at which no phase has a lower
grand energy than `k`. -/
def window (x : ι → S → ℝ) (E : ι → ℝ) (k : ι) : Set (S → ℝ) :=
  {μ | ∀ i, grandEnergy x E k μ ≤ grandEnergy x E i μ}
```

## Closedness and convexity

The proof of closedness first shows that each grand energy is continuous, by writing the dot product as a finite sum. It then rewrites the window as an intersection with one condition per competitor. `isClosed_le` says that an inequality between continuous functions defines a closed set, which takes the place of the explicit half-spaces. The theorem makes no assumption on the number of phases.

```lean
/-- The stability window of a phase is a closed set of chemical potentials. -/
theorem isClosed_window (x : ι → S → ℝ) (E : ι → ℝ) (k : ι) :
    IsClosed (window x E k) := by
  have hc : ∀ i, Continuous (grandEnergy x E i) := by
    intro i
    show Continuous fun μ : S → ℝ => E i - ∑ s, μ s * x i s
    fun_prop
  -- one closed condition for each competing phase
  have hw : window x E k = ⋂ i, {μ | grandEnergy x E k μ ≤ grandEnergy x E i μ} := by
    ext μ
    simp only [window, Set.mem_ofPred_eq, Set.mem_iInter]
  rw [hw]
  exact isClosed_iInter fun i => isClosed_le (hc k) (hc i)
```

In the convexity proof, `key` is the identity $\phi_i(a\mu+b\nu)=a\phi_i(\mu)+b\phi_i(\nu)$. The `linear_combination` step uses `hab`, the equation $a+b=1$, multiplied by $-E_i$, which is the replacement of $E_i$ by $(a+b)E_i$. The last lines multiply the two stability inequalities by $a$ and $b$ and add them.

```lean
/-- The stability window of a phase is convex. -/
theorem convex_window (x : ι → S → ℝ) (E : ι → ℝ) (k : ι) :
    Convex ℝ (window x E k) := by
  intro μ hμ ν hν a b ha hb hab
  -- the grand energy is affine in the chemical potentials
  have key : ∀ i, grandEnergy x E i (a • μ + b • ν)
      = a * grandEnergy x E i μ + b * grandEnergy x E i ν := by
    intro i
    simp only [grandEnergy, add_dotProduct, smul_dotProduct, smul_eq_mul]
    linear_combination (-(E i)) * hab
  intro i
  show grandEnergy x E k (a • μ + b • ν) ≤ grandEnergy x E i (a • μ + b • ν)
  rw [key, key]
  exact add_le_add (mul_le_mul_of_nonneg_left (hμ i) ha)
    (mul_le_mul_of_nonneg_left (hν i) hb)
```

## The gap identity and the main theorem

The decomposition into two gaps is pure algebra and holds for any two phases and any two potentials, stable or not. After the dot products have been expanded, `ring` cancels the energies.

```lean
/-- The product of the changes in chemical potential and composition is the sum of two
grand-energy gaps, that of `k` above `j` at `μ` and that of `j` above `k` at `ν`. -/
theorem dotProduct_eq_gaps (x : ι → S → ℝ) (E : ι → ℝ) (j k : ι) (μ ν : S → ℝ) :
    (μ - ν) ⬝ᵥ (x j - x k) =
      (grandEnergy x E k μ - grandEnergy x E j μ)
        + (grandEnergy x E j ν - grandEnergy x E k ν) := by
  simp only [grandEnergy, sub_dotProduct, dotProduct_sub]
  ring
```

The main theorem assumes a finite and nonempty type of phases. Its three parts say that every window is closed and convex, that the union of the windows is `Set.univ`, the whole space of chemical potentials, and that the monotonicity inequality holds for all `j` and `k`, including `j = k`, where it reads $0\le0$.

The covering is the part that needs the two assumptions on `ι`: `Finite.exists_min` supplies the phase of lowest grand energy. For monotonicity, the proof rewrites with the gap identity. It then uses `hμ k`, the stability of $j$ against $k$ at $\mu$, and `hν j`, the stability of $k$ against $j$ at $\nu$.

```lean
/-- For finitely many phases, the stability windows are closed and convex, they cover the whole
space of chemical potentials, and the change in chemical potentials between two points has a
nonnegative dot product with the change in composition between phases stable there. -/
theorem stability_windows [Finite ι] [Nonempty ι] (x : ι → S → ℝ) (E : ι → ℝ) :
    (∀ k, IsClosed (window x E k) ∧ Convex ℝ (window x E k)) ∧
    (⋃ k, window x E k) = Set.univ ∧
    (∀ j k, ∀ μ ∈ window x E j, ∀ ν ∈ window x E k,
      0 ≤ (μ - ν) ⬝ᵥ (x j - x k)) := by
  refine ⟨fun k => ⟨isClosed_window x E k, convex_window x E k⟩, ?_, ?_⟩
  · -- a finite family of grand energies has a minimiser
    refine Set.eq_univ_of_forall fun μ => ?_
    obtain ⟨k, hk⟩ := Finite.exists_min fun i => grandEnergy x E i μ
    exact Set.mem_iUnion.mpr ⟨k, hk⟩
  · intro j k μ hμ ν hν
    rw [dotProduct_eq_gaps x E]
    exact add_nonneg (sub_nonneg.mpr (hμ k)) (sub_nonneg.mpr (hν j))
```

## When the inequality is an equality

The hypotheses `hμ` and `hν` place $\mu$ in $W_j$ and $\nu$ in $W_k$. The inequalities `h1` and `h2` say that the two gaps are nonnegative. In the forward direction, `linarith` combines them with the vanishing sum and with `h3`, the stability inequality against an arbitrary phase $i$, to put each point in the other window. In the backward direction, `h5` and `h6` are the reverse inequalities, so both gaps are zero.

```lean
/-- For `j` stable at `μ` and `k` stable at `ν`, the monotonicity relation is an equality exactly
when `k` is also stable at `μ` and `j` is also stable at `ν`. -/
theorem dotProduct_eq_zero_iff {x : ι → S → ℝ} {E : ι → ℝ} {j k : ι} {μ ν : S → ℝ}
    (hμ : μ ∈ window x E j) (hν : ν ∈ window x E k) :
    (μ - ν) ⬝ᵥ (x j - x k) = 0 ↔ μ ∈ window x E k ∧ ν ∈ window x E j := by
  have h1 : grandEnergy x E j μ ≤ grandEnergy x E k μ := hμ k
  have h2 : grandEnergy x E k ν ≤ grandEnergy x E j ν := hν j
  rw [dotProduct_eq_gaps x E]
  constructor
  · intro h
    -- two nonnegative gaps with zero sum both vanish
    refine ⟨fun i => ?_, fun i => ?_⟩
    · have h3 : grandEnergy x E j μ ≤ grandEnergy x E i μ := hμ i
      linarith
    · have h3 : grandEnergy x E k ν ≤ grandEnergy x E i ν := hν i
      linarith
  · rintro ⟨h3, h4⟩
    have h5 : grandEnergy x E k μ ≤ grandEnergy x E j μ := h3 j
    have h6 : grandEnergy x E j ν ≤ grandEnergy x E k ν := h4 k
    linarith
```

## Coexistence regions have empty interior

The hypothesis `hjk` says that the two compositions differ. The proof follows the line $t\mapsto\mu+t(x_j-x_k)$, which is continuous, so the parameters that land in the interior form an open set containing $0$. That set contains a ball of radius `ε`, and `ε / 2` is the $\delta$ of the derivation. The equality criterion is applied with the displaced point in the first place and $\mu$ in the second. It yields $\delta\,d\cdot d=0$, and `dotProduct_self_eq_zero` turns $d\cdot d=0$ into $d=0$.

```lean
/-- The region where two phases of different composition are both stable has empty interior. -/
theorem interior_coexistence_eq_empty (x : ι → S → ℝ) (E : ι → ℝ) {j k : ι}
    (hjk : x j ≠ x k) : interior (window x E j ∩ window x E k) = ∅ := by
  refine Set.eq_empty_of_forall_notMem fun μ hμ => ?_
  -- move a little way along the composition difference
  have hc : Continuous fun t : ℝ => μ + t • (x j - x k) := by fun_prop
  have hzero : (0 : ℝ) ∈ (fun t : ℝ => μ + t • (x j - x k)) ⁻¹'
      interior (window x E j ∩ window x E k) := by
    show μ + (0 : ℝ) • (x j - x k) ∈ interior (window x E j ∩ window x E k)
    rw [zero_smul, add_zero]
    exact hμ
  obtain ⟨ε, hε, hball⟩ :=
    Metric.isOpen_iff.mp (isOpen_interior.preimage hc) 0 hzero
  have hmem : ε / 2 ∈ Metric.ball (0 : ℝ) ε := by
    rw [Metric.mem_ball, Real.dist_eq, sub_zero, abs_of_pos (half_pos hε)]
    linarith
  have hν : μ + (ε / 2) • (x j - x k) ∈ window x E j ∩ window x E k :=
    interior_subset (hball hmem)
  have hμ' := interior_subset hμ
  have h0 := (dotProduct_eq_zero_iff hν.1 hμ'.2).mpr ⟨hν.2, hμ'.1⟩
  rw [add_sub_cancel_left, smul_dotProduct, smul_eq_mul] at h0
  have hd := (mul_eq_zero.mp h0).resolve_left (half_pos hε).ne'
  exact hjk (sub_eq_zero.mp (dotProduct_self_eq_zero.mp hd))
```

## Raising one chemical potential

`Pi.single s t` is the vector $te_s$, with entry $t$ at species $s$ and zero elsewhere. Phase `j` is stable before the change and `k` after it. The inequality `h` is monotonicity for these two points, obtained again from the gap identity, so this theorem too holds for any number of phases. The rewriting reduces the product to $-t(x_{j,s}-x_{k,s})$, and `nlinarith` uses $t>0$ to conclude. The conclusion allows equality, as when the same phase stays stable.

```lean
/-- If the chemical potential of one species is raised and the others are held fixed, a phase
stable afterwards contains at least as much of that species as a phase stable before. -/
theorem content_le_of_raise [DecidableEq S] {x : ι → S → ℝ} {E : ι → ℝ} {j k : ι}
    {μ : S → ℝ} {s : S} {t : ℝ} (ht : 0 < t) (hj : μ ∈ window x E j)
    (hk : μ + Pi.single s t ∈ window x E k) : x j s ≤ x k s := by
  have h : 0 ≤ (μ - (μ + Pi.single s t)) ⬝ᵥ (x j - x k) := by
    rw [dotProduct_eq_gaps x E]
    exact add_nonneg (sub_nonneg.mpr (hj k)) (sub_nonneg.mpr (hk j))
  rw [sub_add_cancel_left, neg_dotProduct, single_dotProduct, Pi.sub_apply] at h
  nlinarith
```

## Stable phases and mixtures

The hypothesis `hk` says that the window of `k` has at least one point. The weights `w` are phase fractions: nonnegative by `hw`, with sum one by `hw1`, and reproducing the composition of `k` by `hx`. The energy of the mixture is the weighted sum of the phase energies, so interfaces between the phases contribute nothing.

In the proof, `hdot` is the identity $\mu\cdot x_k=\sum_i w_i\,\mu\cdot x_i$, obtained by exchanging the sums over species and phases. The inequality `hsum` is the average of the stability conditions. Once the weights on the left have been summed to one, `linarith` cancels $\mu\cdot x_k$ and leaves the comparison of energies.

```lean
/-- A phase that is stable at some chemical potentials has an energy no higher than that of any
mixture of the phases with the same overall composition. -/
theorem energy_le_mixture [Fintype ι] {x : ι → S → ℝ} {E : ι → ℝ} {k : ι}
    (hk : (window x E k).Nonempty) {w : ι → ℝ} (hw : ∀ i, 0 ≤ w i)
    (hw1 : ∑ i, w i = 1) (hx : ∑ i, w i • x i = x k) : E k ≤ ∑ i, w i * E i := by
  obtain ⟨μ, hμ⟩ := hk
  have hdot : μ ⬝ᵥ x k = ∑ i, w i * (μ ⬝ᵥ x i) := by
    rw [← hx]
    simp only [dotProduct, Finset.sum_apply, Pi.smul_apply, smul_eq_mul, Finset.mul_sum]
    rw [Finset.sum_comm]
    exact Finset.sum_congr rfl fun i _ => Finset.sum_congr rfl fun s _ => by ring
  -- average the stability inequalities with the phase fractions
  have hsum : ∑ i, w i * grandEnergy x E k μ ≤ ∑ i, w i * grandEnergy x E i μ :=
    Finset.sum_le_sum fun i _ => mul_le_mul_of_nonneg_left (hμ i) (hw i)
  rw [← Finset.sum_mul, hw1, one_mul] at hsum
  simp only [grandEnergy, mul_sub, Finset.sum_sub_distrib] at hsum
  linarith

end ChemicalPotentialWindows
```

```lean
#print axioms ChemicalPotentialWindows.stability_windows
#print axioms ChemicalPotentialWindows.interior_coexistence_eq_empty
#print axioms ChemicalPotentialWindows.content_le_of_raise
#print axioms ChemicalPotentialWindows.energy_le_mixture
```

```
'ChemicalPotentialWindows.stability_windows' depends on axioms: [propext, Classical.choice, Quot.sound]
'ChemicalPotentialWindows.interior_coexistence_eq_empty' depends on axioms: [propext, Classical.choice, Quot.sound]
'ChemicalPotentialWindows.content_le_of_raise' depends on axioms: [propext, Classical.choice, Quot.sound]
'ChemicalPotentialWindows.energy_le_mixture' depends on axioms: [propext, Classical.choice, Quot.sound]
```
